# The slope of the unrestricted Hartree-Fock energy under orbital rotations comes from the commutators of the spin densities with their Fock matrices

In an orthonormal real orbital basis, the unrestricted Hartree-Fock energy of spin densities P_a and P_b with total P = P_a + P_b is tr(hP) + ½ tr(P J(P)) − ½ Σ_s tr(P_s K(P_s)), where J is the Coulomb map and K the exchange map. `energy_hasDerivAt` gives its derivative at t = 0 when each P_s is carried to exp(t k_s) P_s exp(−t k_s). The slope is the sum over the two spins of tr(k_s [P_s, F_s]), where F_s = h + J(P) − K(P_s) is the Fock matrix of that spin. The statement holds for any real finite matrices and any linear maps J and K that are self-adjoint for the trace pairing and keep symmetric matrices symmetric. True orbital rotations are the special case of antisymmetric k_s, and the densities need not be symmetric or idempotent. The proof differentiates the energy by the product rule, merges the two halves of each quadratic term by self-adjointness, and then uses a trace identity for commutators to match the two sides.

The failing Lean file:

```lean
import Mathlib

open Matrix

namespace PopleNesbet

noncomputable section

attribute [local instance] Matrix.linftyOpNormedRing Matrix.linftyOpNormedAlgebra

variable {n : Type*} [Fintype n] [DecidableEq n]

/-- A mean-field map sends densities to potentials linearly, is self-adjoint for the trace
pairing, and sends symmetric matrices to symmetric matrices. -/
structure IsMeanField (G : Matrix n n ℝ →ₗ[ℝ] Matrix n n ℝ) : Prop where
  selfAdjoint : ∀ A B, trace (A * G B) = trace (G A * B)
  symm : ∀ A, A.IsSymm → (G A).IsSymm

/-- The unrestricted Hartree-Fock energy of the spin densities `Pa` and `Pb`. -/
def energy (h : Matrix n n ℝ) (J K : Matrix n n ℝ →ₗ[ℝ] Matrix n n ℝ)
    (Pa Pb : Matrix n n ℝ) : ℝ :=
  trace (h * (Pa + Pb)) + trace ((Pa + Pb) * J (Pa + Pb)) / 2
    - (trace (Pa * K Pa) + trace (Pb * K Pb)) / 2

/-- The Fock matrix of one spin, with total density `P` and density `Ps` of that spin. -/
def fock (h : Matrix n n ℝ) (J K : Matrix n n ℝ →ₗ[ℝ] Matrix n n ℝ)
    (P Ps : Matrix n n ℝ) : Matrix n n ℝ :=
  h + J P - K Ps

/-- The density `P` after the orbital rotation `exp (t k)`. -/
def rotate (k P : Matrix n n ℝ) (t : ℝ) : Matrix n n ℝ :=
  NormedSpace.exp (t • k) * P * NormedSpace.exp (t • (-k))

/-- A rotated density starts out in the direction of the commutator `[k, P]`. -/
theorem rotate_hasDerivAt (k P : Matrix n n ℝ) :
    HasDerivAt (rotate k P) (k * P - P * k) 0 := by
  have h1 := hasDerivAt_exp_smul_const k (0 : ℝ)
  have h2 := hasDerivAt_exp_smul_const (-k) (0 : ℝ)
  refine HasDerivAt.congr_deriv ((h1.mul_const P).fun_mul h2) ?_
  simp [NormedSpace.exp_zero, sub_eq_add_neg]

/-- Product rule for the trace pairing of a matrix curve with the potential of another. -/
theorem trace_pairing_hasDerivAt (G : Matrix n n ℝ →ₗ[ℝ] Matrix n n ℝ)
    {A B : ℝ → Matrix n n ℝ} {A' B' : Matrix n n ℝ}
    (hA : HasDerivAt A A' 0) (hB : HasDerivAt B B' 0) :
    HasDerivAt (fun t => trace (A t * G (B t)))
      (trace (A' * G (B 0)) + trace (A 0 * G B')) 0 := by
  have hG : HasDerivAt (fun t => G (B t)) (G B') 0 :=
    (LinearMap.toContinuousLinearMap G).hasFDerivAt.comp_hasDerivAt 0 hB
  have ht : HasDerivAt (fun t => trace (A t * G (B t)))
      (trace (A' * G (B 0) + A 0 * G B')) 0 :=
    (LinearMap.toContinuousLinearMap
      (Matrix.traceLinearMap n ℝ ℝ)).hasFDerivAt.comp_hasDerivAt 0 (hA.fun_mul hG)
  rwa [trace_add] at ht

omit [DecidableEq n] in
private lemma trace_commutator (F k P : Matrix n n ℝ) :
    trace (k * (P * F - F * P)) = trace (F * (k * P - P * k)) := by
  rw [mul_sub, mul_sub, trace_sub, trace_sub, trace_mul_comm F (k * P), mul_assoc,
    ← mul_assoc F P k, trace_mul_comm (F * P) k]

/-- The slope of the energy under separate orbital rotations within each spin, for mean-field maps
`J` and `K`, is the sum over spins of the trace of `ks [Ps, Fs]`. -/
theorem energy_hasDerivAt (h : Matrix n n ℝ) {J K : Matrix n n ℝ →ₗ[ℝ] Matrix n n ℝ}
    (hJ : IsMeanField J) (hK : IsMeanField K) (Pa Pb ka kb : Matrix n n ℝ) :
    HasDerivAt (fun t : ℝ => energy h J K (rotate ka Pa t) (rotate kb Pb t))
      (trace (ka * (Pa * fock h J K (Pa + Pb) Pa - fock h J K (Pa + Pb) Pa * Pa))
        + trace (kb * (Pb * fock h J K (Pa + Pb) Pb - fock h J K (Pa + Pb) Pb * Pb))) 0 := by
  have r0 : ∀ k P : Matrix n n ℝ, rotate k P 0 = P := fun k P => by
    simp [rotate, NormedSpace.exp_zero]
  have ha := rotate_hasDerivAt ka Pa
  have hb := rotate_hasDerivAt kb Pb
  have hP := ha.fun_add hb
  have h1 := trace_pairing_hasDerivAt LinearMap.id (hasDerivAt_const (0 : ℝ) h) hP
  have h2 := trace_pairing_hasDerivAt J hP hP
  have h3 := trace_pairing_hasDerivAt K ha ha
  have h4 := trace_pairing_hasDerivAt K hb hb
  refine HasDerivAt.congr_deriv
    ((h1.fun_add (h2.div_const 2)).fun_sub ((h3.fun_add h4).div_const 2)) ?_
  simp only [r0, LinearMap.id_apply, zero_mul, trace_zero, zero_add]
  -- self-adjointness makes the two halves of each quadratic term equal
  rw [hJ.selfAdjoint (Pa + Pb), trace_mul_comm _ (J (Pa + Pb)),
    hK.selfAdjoint Pa, trace_mul_comm _ (K Pa),
    hK.selfAdjoint Pb, trace_mul_comm _ (K Pb), trace_commutator, trace_commutator]
  simp only [fock, add_mul, sub_mul, mul_add, trace_add, trace_sub]
  ring

end

end PopleNesbet
```

Messages:

```
Try this:
  [apply] ring_nf
  
  The `ring` tactic failed to close the goal. Use `ring_nf` to obtain a normal form.
    
  Note that `ring` works primarily in *commutative* rings. If you have a noncommutative ring, abelian group or module, consider using `noncomm_ring`, `abel` or `module` instead.
Main.lean:68:91: error: unsolved goals
n : Type u_1
inst✝¹ : Fintype n
inst✝ : DecidableEq n
h : Matrix n n ℝ
J K : Matrix n n ℝ →ₗ[ℝ] Matrix n n ℝ
hJ : IsMeanField J
hK : IsMeanField K
Pa Pb ka kb : Matrix n n ℝ
r0 : ∀ (k P : Matrix n n ℝ), rotate k P 0 = P
ha : HasDerivAt (rotate ka Pa) (ka * Pa - Pa * ka) 0
hb : HasDerivAt (rotate kb Pb) (kb * Pb - Pb * kb) 0
hP : HasDerivAt (fun i => rotate ka Pa i + rotate kb Pb i) (ka * Pa - Pa * ka + (kb * Pb - Pb * kb)) 0
h1 :
  HasDerivAt (fun t => (h * LinearMap.id (rotate ka Pa t + rotate kb Pb t)).trace)
    ((0 * LinearMap.id (rotate ka Pa 0 + rotate kb Pb 0)).trace +
      (h * LinearMap.id (ka * Pa - Pa * ka + (kb * Pb - Pb * kb))).trace)
    0
h2 :
  HasDerivAt (fun t => ((rotate ka Pa t + rotate kb Pb t) * J (rotate ka Pa t + rotate kb Pb t)).trace)
    (((ka * Pa - Pa * ka + (kb * Pb - Pb * kb)) * J (rotate ka Pa 0 + rotate kb Pb 0)).trace +
      ((rotate ka Pa 0 + rotate kb Pb 0) * J (ka * Pa - Pa * ka + (kb * Pb - Pb * kb))).trace)
    0
h3 :
  HasDerivAt (fun t => (rotate ka Pa t * K (rotate ka Pa t)).trace)
    (((ka * Pa - Pa * ka) * K (rotate ka Pa 0)).trace + (rotate ka Pa 0 * K (ka * Pa - Pa * ka)).trace) 0
h4 :
  HasDerivAt (fun t => (rotate kb Pb t * K (rotate kb Pb t)).trace)
    (((kb * Pb - Pb * kb) * K (rotate kb Pb 0)).trace + (rotate kb Pb 0 * K (kb * Pb - Pb * kb)).trace) 0
⊢ (h * (ka * Pa - Pa * ka)).trace + (h * (kb * Pb - Pb * kb)).trace + (J (Pa + Pb) * (ka * Pa - Pa * ka)).trace +
          (J (Pa + Pb) * (kb * Pb - Pb * kb)).trace -
        (ka * (Pa * K Pa - K Pa * Pa)).trace -
      (K Pb * (kb * Pb - Pb * kb)).trace =
    (ka * (Pa * (h + J (Pa + Pb) - K Pa) - (h * Pa + J (Pa + Pb) * Pa - K Pa * Pa))).trace +
      (kb * (Pb * (h + J (Pa + Pb) - K Pb) - (h * Pb + J (Pa + Pb) * Pb - K Pb * Pb))).trace
Main.lean:85:57: warning: This simp argument is unused:
  trace_sub

Hint: Omit it from the simp argument list.
  [apply] simp only [fock, add_mul, sub_mul, mul_add, trace_add]

Note: This linter can be disabled with `set_option linter.unusedSimpArgs false`
```

Diagnosis. The two bare `trace_commutator` rewrites were meant for the Fock commutators on the right of the goal. With no arguments given, the lemma also fits `trace (K Pa * (ka * Pa - Pa * ka))` on the left, and `rw` took that first. The second rewrite then acted on the result of the first, leaving the `(ka * (Pa * K Pa - K Pa * Pa)).trace` seen in the error.

The Fock commutators therefore stayed inside their traces, where `simp only` expanded them only in part. `ring` treats each trace as an opaque real number, so it could not match the sides. Its hint about noncommutative rings is beside the point, since the goal is an equation between real numbers. The warning that `trace_sub` is unused has the same origin: no trace of a plain difference was left for it to split.

The repair names the Fock matrix, generator and density in each rewrite, so each can only hit its intended term. Both sides then expand into the same traces, `trace_sub` is put to use, and `ring` closes the goal.

As a diff, the version that Lean accepts:

```diff
@@ -82,5 +82,7 @@
   rw [hJ.selfAdjoint (Pa + Pb), trace_mul_comm _ (J (Pa + Pb)),
     hK.selfAdjoint Pa, trace_mul_comm _ (K Pa),
-    hK.selfAdjoint Pb, trace_mul_comm _ (K Pb), trace_commutator, trace_commutator]
+    hK.selfAdjoint Pb, trace_mul_comm _ (K Pb),
+    trace_commutator (fock h J K (Pa + Pb) Pa) ka Pa,
+    trace_commutator (fock h J K (Pa + Pb) Pb) kb Pb]
   simp only [fock, add_mul, sub_mul, mul_add, trace_add, trace_sub]
   ring
```
